# An upper bound on the Voigt-to-Reuss ratio for phase moduli in a positive interval

A composite is represented here by two lists of numbers, the weights and the scalar moduli of its phases, and by nothing else. Grain shapes, interfaces and the arrangement of the phases do not enter. This suits the bulk moduli of isotropic phases weighted by volume fraction. The Voigt and Reuss averages of a polycrystal with anisotropic grains are built from stiffness and compliance tensors and are not treated here.

Let $i$ run over a finite set of phases, with weights $w_i$ and moduli $k_i$. In Lean the set is a finite type `ι`, and `w` and `k` are functions from it to the real numbers.

```lean
import Mathlib

open Finset

namespace VoigtReussRatio

noncomputable section

variable {ι : Type*} [Fintype ι]
```

The Voigt average is the modulus obtained when all phases share the same strain:

$$V=\sum_i w_i k_i .$$

```lean
/-- The Voigt average: for weights summing to one, the weighted arithmetic mean of the phase moduli.
-/
def voigt (w k : ι → ℝ) : ℝ := ∑ i, w i * k i
```

When all phases share the same stress, the compliances $1/k_i$ are averaged instead. Their mean is

$$S=\sum_i \frac{w_i}{k_i}.$$

```lean
/-- The weighted mean of the phase compliances `1 / k i`, for nonzero moduli and weights summing to
one. -/
def meanCompliance (w k : ι → ℝ) : ℝ := ∑ i, w i / k i
```

The Reuss average is the modulus that belongs to this mean compliance, $R=1/S$.

```lean
/-- The Reuss average: the inverse of the mean compliance, for nonzero moduli and
nonzero mean compliance. -/
def reuss (w k : ι → ℝ) : ℝ := (meanCompliance w k)⁻¹
```

The assumptions on the composite are collected in `BoundedMixture w k a b`. It says that $a>0$, that every $w_i\ge 0$, that $\sum_i w_i=1$, and that $a\le k_i\le b$ for every $i$. The numbers $a$ and $b$ are known limits on the moduli, and no phase needs to reach them. A phase may have weight zero, but its modulus must still lie in the interval.

```lean
/-- A composite with nonnegative weights `w` summing to one, whose phase moduli `k`
all lie in the interval `[a, b]` with `0 < a`. -/
structure BoundedMixture (w k : ι → ℝ) (a b : ℝ) : Prop where
  pos : 0 < a
  nonneg : ∀ i, 0 ≤ w i
  sum_one : ∑ i, w i = 1
  lower : ∀ i, a ≤ k i
  upper : ∀ i, k i ≤ b
```

For such a finite mixture of scalar moduli, taken for instance from electronic-structure calculations on the separate phases, the problems below limit how far apart the two averages can be when only the range of the moduli is known.

## (a) Positivity of the averages

**Task.** Show that the upper limit, the Voigt average and the mean compliance are positive:

$$b>0,\qquad V>0,\qquad S>0 .$$

**Solution.** The weights sum to 1, so there is at least one phase $i$, and $b\ge k_i\ge a>0$. Since the weights are nonnegative,

$$V=\sum_i w_i k_i\ \ge\ \sum_i w_i a=a>0 .$$

From $0<k_i\le b$ follows $1/k_i\ge 1/b$, and therefore

$$S=\sum_i \frac{w_i}{k_i}\ \ge\ \sum_i \frac{w_i}{b}=\frac1b>0 .$$

Every division used later is thus by a positive number. The Lean proof rules out an empty set of phases, whose weights would sum to 0, and then follows the two chains of inequalities in its `calc` blocks.

```lean
variable {w k : ι → ℝ} {a b : ℝ}

/-- The upper modulus bound, the Voigt average and the mean compliance are positive. -/
theorem averages_pos (h : BoundedMixture w k a b) :
    0 < b ∧ 0 < voigt w k ∧ 0 < meanCompliance w k := by
  have hb : 0 < b := by
    rcases isEmpty_or_nonempty ι with hι | ⟨⟨i⟩⟩
    · have h1 := h.sum_one
      simp at h1
    · exact h.pos.trans_le ((h.lower i).trans (h.upper i))
  refine ⟨hb, ?_, ?_⟩
  · calc 0 < a := h.pos
      _ = ∑ i, w i * a := by rw [← Finset.sum_mul, h.sum_one, one_mul]
      _ ≤ voigt w k := Finset.sum_le_sum fun i _ =>
          mul_le_mul_of_nonneg_left (h.lower i) (h.nonneg i)
  · calc 0 < b⁻¹ := inv_pos.2 hb
      _ = ∑ i, w i * b⁻¹ := by rw [← Finset.sum_mul, h.sum_one, one_mul]
      _ ≤ meanCompliance w k := Finset.sum_le_sum fun i _ => by
          rw [div_eq_mul_inv]
          exact mul_le_mul_of_nonneg_left
            (inv_anti₀ (h.pos.trans_le (h.lower i)) (h.upper i)) (h.nonneg i)
```

## (b) An exact identity for the two means

**Task.** Write the difference between $a+b$ and $V+abS$ as a weighted sum over the phases:

$$a+b-V-abS=\sum_i w_i\,\frac{(k_i-a)(b-k_i)}{k_i}.$$

**Solution.** For a single phase, expand the product and divide by $k_i$:

$$\frac{(k_i-a)(b-k_i)}{k_i}=\frac{(a+b)k_i-k_i^2-ab}{k_i}=a+b-k_i-\frac{ab}{k_i}.$$

Multiply by $w_i$ and sum over $i$. The constant term gives $a+b$ because the weights sum to 1, and the other two terms give $-V$ and $-abS$.

In the proof, `e` is the identity for a single phase, obtained from $k_i k_i^{-1}=1$. The rewriting that follows splits the sum into its three parts.

```lean
/-- The amount by which the Voigt average plus `a b` times the mean compliance falls short
of `a + b` is a weighted sum over the phases. -/
theorem deficit_eq (h : BoundedMixture w k a b) :
    a + b - voigt w k - a * b * meanCompliance w k
      = ∑ i, w i * ((k i - a) * (b - k i) / k i) := by
  have e : ∀ i, w i * ((k i - a) * (b - k i) / k i)
      = (a + b) * w i - w i * k i - a * b * (w i / k i) := fun i => by
    have hk : k i * (k i)⁻¹ = 1 := mul_inv_cancel₀ (h.pos.trans_le (h.lower i)).ne'
    simp only [div_eq_mul_inv]
    linear_combination (w i * (a + b - k i)) * hk
  rw [Finset.sum_congr rfl (fun i _ => e i), Finset.sum_sub_distrib,
    Finset.sum_sub_distrib, ← Finset.mul_sum, ← Finset.mul_sum, h.sum_one]
  unfold voigt meanCompliance
  ring
```

## (c) A linear inequality and its equality case

**Task.** Show that

$$V+abS\le a+b,$$

with equality exactly when every phase with $w_i\neq0$ has $k_i=a$ or $k_i=b$.

**Solution.** In the identity of (b), the factors $w_i$, $k_i-a$ and $b-k_i$ are nonnegative and $k_i$ is positive. The right-hand side is therefore nonnegative, which is the inequality.

Equality means that this sum vanishes. A sum of nonnegative terms vanishes only if each term does, so for each $i$ either $w_i=0$, or $k_i=a$, or $k_i=b$. Conversely, if one of these holds for every $i$, all terms are zero and equality follows.

The Lean proof records the sign of each term as `ht`. The step from a vanishing sum to vanishing terms is `Finset.sum_eq_zero_iff_of_nonneg`, and the case distinctions after it go through the factors one by one.

```lean
/-- The Voigt average plus `a b` times the mean compliance is at most `a + b`, with equality
exactly when every phase of nonzero weight has modulus `a` or `b`. -/
theorem voigt_add_compliance_le (h : BoundedMixture w k a b) :
    voigt w k + a * b * meanCompliance w k ≤ a + b ∧
    (voigt w k + a * b * meanCompliance w k = a + b ↔
      ∀ i, w i ≠ 0 → k i = a ∨ k i = b) := by
  have hd := deficit_eq h
  have ht : ∀ i ∈ (Finset.univ : Finset ι),
      0 ≤ w i * ((k i - a) * (b - k i) / k i) := fun i _ =>
    mul_nonneg (h.nonneg i) (div_nonneg
      (mul_nonneg (sub_nonneg.2 (h.lower i)) (sub_nonneg.2 (h.upper i)))
      (h.pos.trans_le (h.lower i)).le)
  refine ⟨by linarith [Finset.sum_nonneg ht], fun e i hi => ?_, fun e => ?_⟩
  · -- a vanishing sum of nonnegative terms vanishes phase by phase
    have h0 : ∑ i, w i * ((k i - a) * (b - k i) / k i) = 0 := by linarith
    have hz := (Finset.sum_eq_zero_iff_of_nonneg ht).1 h0 i (Finset.mem_univ i)
    rcases mul_eq_zero.1 hz with h1 | h1
    · exact absurd h1 hi
    · rcases div_eq_zero_iff.1 h1 with h2 | h2
      · rcases mul_eq_zero.1 h2 with h3 | h3
        · left; linarith
        · right; linarith
      · exact absurd h2 (h.pos.trans_le (h.lower i)).ne'
  · have h0 : ∑ i, w i * ((k i - a) * (b - k i) / k i) = 0 :=
      Finset.sum_eq_zero fun i _ => by
        by_cases hi : w i = 0
        · simp [hi]
        · rcases e i hi with h1 | h1 <;> simp [h1]
    linarith
```

## (d) The bound on the ratio

**Task.** Deduce that

$$\frac VR\le\frac{(a+b)^2}{4ab}.$$

**Solution.** Since $R=1/S$, the ratio is $V/R=VS$. Apply the inequality between arithmetic and geometric means to the positive numbers $V$ and $abS$, and then use (c):

$$4ab\,VS=(V+abS)^2-(V-abS)^2\le (V+abS)^2\le(a+b)^2 .$$

Division by $4ab>0$ gives the result.

In Lean, `hsq` is the squared form of (c), and `nlinarith` receives the square $(V-abS)^2\ge0$ as a hint.

In a program, $V$ is the sum of the products `w*k`, $S$ is the sum of the quotients `w/k`, and the bound can serve as a check on their product. If the weights sum to $s>0$ instead of 1, that product is $s^2$ times its value for the rescaled weights $w_i/s$, so it can exceed the bound when $s>1$. A value clearly above the bound points to an error in the input or in the program, although a value below it does not show that the weights are normalised.

```lean
/-- The Voigt-to-Reuss ratio of a composite with phase moduli in `[a, b]` is at most
`(a + b)² / (4 a b)`. -/
theorem voigt_div_reuss_le (h : BoundedMixture w k a b) :
    voigt w k / reuss w k ≤ (a + b) ^ 2 / (4 * a * b) := by
  obtain ⟨hb, hV, hS⟩ := averages_pos h
  have ha := h.pos
  have hsq := pow_le_pow_left₀ (by positivity) (voigt_add_compliance_le h).1 2
  rw [reuss, div_inv_eq_mul, le_div_iff₀ (by positivity)]
  -- arithmetic-geometric mean inequality for `V` and `a b S`
  nlinarith [sq_nonneg (voigt w k - a * b * meanCompliance w k)]
```

## (e) When the ratio bound is attained

**Task.** Show that

$$\frac VR=\frac{(a+b)^2}{4ab}$$

holds exactly when every phase of nonzero weight has modulus $a$ or $b$ and $V=(a+b)/2$.

**Solution.** Write the slack in (d) as a sum of two terms:

$$(a+b)^2-4ab\,VS=\big[(a+b)^2-(V+abS)^2\big]+(V-abS)^2 .$$

Both terms are nonnegative, so the left-hand side vanishes only if both vanish. Because $a+b$ and $V+abS$ are positive, this means $V+abS=a+b$ and $V=abS$, and hence $V=(a+b)/2$. By (c), the first equation says that all phases present have modulus $a$ or $b$.

Conversely, if $V+abS=a+b$ and $V=(a+b)/2$, then $abS=(a+b)/2$ as well, and $4V\,(abS)=(a+b)^2$.

The rewriting with `← hiff` replaces the condition on the phases by the equation $V+abS=a+b$. After that, `hd` and `hs` are the two saturated inequalities.

The smallest composite has one phase of weight 1, for which $V=R=k$. With $a=b=k$ the bound is 1 and is attained. With $a<b$ it is greater than 1, so a single phase does not reach it.

```lean
/-- The ratio bound is attained exactly when every phase of nonzero weight has modulus `a`
or `b` and the Voigt average is the midpoint of `a` and `b`. -/
theorem voigt_div_reuss_eq_iff (h : BoundedMixture w k a b) :
    voigt w k / reuss w k = (a + b) ^ 2 / (4 * a * b) ↔
      (∀ i, w i ≠ 0 → k i = a ∨ k i = b) ∧ voigt w k = (a + b) / 2 := by
  obtain ⟨hb, hV, hS⟩ := averages_pos h
  have ha := h.pos
  obtain ⟨hle, hiff⟩ := voigt_add_compliance_le h
  have hsq := pow_le_pow_left₀ (by positivity) hle 2
  rw [reuss, div_inv_eq_mul, eq_div_iff (by positivity), ← hiff]
  constructor
  · intro e
    -- both inequalities in the proof of the bound must be saturated
    have hd : (voigt w k - a * b * meanCompliance w k) ^ 2 = 0 :=
      le_antisymm (by nlinarith) (sq_nonneg _)
    have hs : (voigt w k + a * b * meanCompliance w k) ^ 2 = (a + b) ^ 2 := by
      linear_combination e + hd
    have h1 := (sq_eq_sq₀ (by positivity) (by positivity)).1 hs
    have h2 := pow_eq_zero_iff (two_ne_zero) |>.1 hd
    exact ⟨h1, by linarith⟩
  · rintro ⟨hs, hm⟩
    linear_combination 4 * voigt w k * hs - 2 * (2 * voigt w k - (a + b)) * hm
```

## (f) A two-phase mixture that reaches the bound

**Task.** For $0<a\le b$, show that two phases of moduli $a$ and $b$, each of weight $\tfrac12$, satisfy all the assumptions, and that for this mixture

$$V\,S=\frac{(a+b)^2}{4ab}.$$

**Solution.** The weights are nonnegative and sum to 1, and both moduli lie in $[a,b]$. The averages are

$$V=\frac{a+b}{2},\qquad S=\frac12\left(\frac1a+\frac1b\right)=\frac{a+b}{2ab},$$

and their product is the stated value. The constant in (d) is thus the smallest one that holds for all composites with moduli in $[a,b]$.

In Lean the lists are written `![1 / 2, 1 / 2]` and `![a, b]`, and the ratio appears as `voigt` divided by `reuss`. The proof checks the assumptions entry by entry and then obtains the value from the criterion in (e), so it needs only $V$ and not $S$.

```lean
/-- Two phases of moduli `a` and `b` with equal weights form an admissible composite that
attains the ratio bound. -/
theorem equal_mixture_attains (ha : 0 < a) (hab : a ≤ b) :
    BoundedMixture ![1 / 2, 1 / 2] ![a, b] a b ∧
    voigt ![1 / 2, 1 / 2] ![a, b] / reuss ![1 / 2, 1 / 2] ![a, b]
      = (a + b) ^ 2 / (4 * a * b) := by
  have hm : BoundedMixture ![1 / 2, 1 / 2] ![a, b] a b := by
    refine ⟨ha, ?_, ?_, ?_, ?_⟩
    · intro i
      fin_cases i <;> simp
    · norm_num [Fin.sum_univ_two]
    · intro i
      fin_cases i <;> simp [hab]
    · intro i
      fin_cases i <;> simp [hab]
  refine ⟨hm, (voigt_div_reuss_eq_iff hm).2 ⟨?_, ?_⟩⟩
  · intro i _
    fin_cases i <;> simp
  · simp only [voigt, Fin.sum_univ_two, Matrix.cons_val_zero, Matrix.cons_val_one]
    ring
```

## (g) The absolute gap between the averages

**Task.** Show that

$$V-R\le\big(\sqrt b-\sqrt a\big)^2 .$$

**Solution.** By (c), $V\le a+b-abS$, so

$$V-R\le a+b-(R+abS).$$

It remains to bound $R+abS$ from below. Complete a square and use $RS=1$:

$$0\le R\,\big(1-\sqrt{ab}\,S\big)^2=R-2\sqrt{ab}\,RS+ab\,RS^2=R-2\sqrt{ab}+abS .$$

Hence $R+abS\ge2\sqrt{ab}$, and

$$V-R\le a+b-2\sqrt{ab}=\big(\sqrt b-\sqrt a\big)^2 .$$

The completed square is the equation `e` in the proof, with $\sqrt{ab}$ written as `√a * √b`. The last line combines its sign with (c).

```lean
/-- The Voigt average exceeds the Reuss average by at most `(√b - √a)²`. -/
theorem voigt_sub_reuss_le (h : BoundedMixture w k a b) :
    voigt w k - reuss w k ≤ (√b - √a) ^ 2 := by
  obtain ⟨hb, _, hS⟩ := averages_pos h
  have hR : 0 < reuss w k := inv_pos.2 hS
  have hRS : reuss w k * meanCompliance w k = 1 := inv_mul_cancel₀ hS.ne'
  have hx : √a ^ 2 = a := Real.sq_sqrt h.pos.le
  have hy : √b ^ 2 = b := Real.sq_sqrt hb.le
  -- complete the square, using that `R S = 1`
  have e : reuss w k * (1 - √a * √b * meanCompliance w k) ^ 2
      = reuss w k - 2 * √a * √b + a * b * meanCompliance w k := by
    linear_combination
      (√a ^ 2 * √b ^ 2 * meanCompliance w k - 2 * √a * √b) * hRS
        + meanCompliance w k * √b ^ 2 * hx + meanCompliance w k * a * hy
  have hp : 0 ≤ reuss w k * (1 - √a * √b * meanCompliance w k) ^ 2 := by positivity
  nlinarith [(voigt_add_compliance_le h).1]
```

## (h) The error of the Hill average

**Task.** Let $H=(V+R)/2$ be the Hill average, and let $K$ be a modulus with $R\le K\le V$. Show that

$$|K-H|\le\frac{(b-a)^2}{(a+b)^2+4ab}\,H .$$

**Solution.** The number $H$ is the midpoint of $[R,V]$, so $|K-H|\le(V-R)/2$. It is enough to show that

$$(V-R)\big((a+b)^2+4ab\big)\le(b-a)^2(V+R).$$

With $(b-a)^2=(a+b)^2-4ab$, the right-hand side minus the left-hand side is

$$2(a+b)^2R-8ab\,V ,$$

which is nonnegative by (d), since $4ab\,V\le(a+b)^2R$. Dividing by $2\big((a+b)^2+4ab\big)$ gives the claim.

The condition $R\le K\le V$ enters as the hypotheses `hl` and `hu` and is not derived. For the effective bulk modulus of a linear elastic composite with perfectly bonded isotropic phases, it stands for the energy principles of elasticity: a uniform trial strain gives the upper limit and a uniform trial stress the lower one. In the proof, `hK` is the midpoint estimate and `hr` is (d) with the denominators cleared.

Once $V$ and $R$ have been computed, $(V-R)/2$ is itself a limit on $|K-H|$, and it is never larger than the one shown here. The fraction is useful when only the range of the moduli is known. If the moduli differ by at most a factor of 2, set $b=2a$. The fraction is then $1/17$, so $K$ lies within about 5.9 % of $H$, whatever the weights are.

```lean
/-- A modulus `K` between the Reuss and Voigt averages differs from their arithmetic mean,
the Hill average, by at most the fraction `(b - a)² / ((a + b)² + 4 a b)` of that mean. -/
theorem hill_error_le (h : BoundedMixture w k a b) {K : ℝ}
    (hl : reuss w k ≤ K) (hu : K ≤ voigt w k) :
    |K - (voigt w k + reuss w k) / 2|
      ≤ (b - a) ^ 2 / ((a + b) ^ 2 + 4 * a * b) * ((voigt w k + reuss w k) / 2) := by
  obtain ⟨hb, _, hS⟩ := averages_pos h
  have ha := h.pos
  have hR : 0 < reuss w k := inv_pos.2 hS
  have hD : 0 < (a + b) ^ 2 + 4 * a * b := by positivity
  have hr := voigt_div_reuss_le h
  rw [div_le_div_iff₀ hR (by positivity)] at hr
  have hK : |K - (voigt w k + reuss w k) / 2| ≤ (voigt w k - reuss w k) / 2 :=
    abs_le.2 ⟨by linarith, by linarith⟩
  rw [div_mul_eq_mul_div, le_div_iff₀ hD]
  refine (mul_le_mul_of_nonneg_right hK hD.le).trans ?_
  nlinarith

end

end VoigtReussRatio
```

```lean
#print axioms VoigtReussRatio.voigt_div_reuss_eq_iff
#print axioms VoigtReussRatio.equal_mixture_attains
#print axioms VoigtReussRatio.voigt_sub_reuss_le
#print axioms VoigtReussRatio.hill_error_le
```

```
'VoigtReussRatio.voigt_div_reuss_eq_iff' depends on axioms: [propext, Classical.choice, Quot.sound]
'VoigtReussRatio.equal_mixture_attains' depends on axioms: [propext, Classical.choice, Quot.sound]
'VoigtReussRatio.voigt_sub_reuss_le' depends on axioms: [propext, Classical.choice, Quot.sound]
'VoigtReussRatio.hill_error_le' depends on axioms: [propext, Classical.choice, Quot.sound]
```
